# A loss function scaled by 1 + d turns an inferred permittivity ε > 1 into ε/(1 − d(ε − 1)), with a pole at d = 1/(ε − 1)

**Q:** Which quantities are you talking about, and in which conventions?

**A:** $L(w)$ is the loss function $\mathrm{Im}[-1/\varepsilon(w)]$ at energy $w>0$. Its inverse-energy moment is
$$s=\frac{2}{\pi}\int_0^\infty \frac{L(w)}{w}\,dw ,$$
written `lossMoment L`.

```lean
import Mathlib

open MeasureTheory Set Filter Topology

namespace LossNormalization

noncomputable section

/-- The inverse-energy moment `(2/π) ∫ L(w)/w dw` of a loss function over `w > 0`. -/
def lossMoment (L : ℝ → ℝ) : ℝ := 2 / Real.pi * ∫ w in Ioi (0 : ℝ), L w / w
```

The inferred static permittivity is $\varepsilon=1/(1-s)$.

```lean
/-- The static permittivity inferred from a loss function by the sum rule
`1 - 1/ε = lossMoment L`, for a moment different from one. -/
def staticEps (L : ℝ → ℝ) : ℝ := 1 / (1 - lossMoment L)
```

A normalization error $d$ replaces $L$ by $(1+d)L$. One source is the sample thickness: if $L$ is obtained from an electron energy-loss spectrum by dividing the single-scattering intensity by a separately measured thickness (and other known factors), a thickness taken too small gives $d>0$.

```lean
/-- The loss function with a relative normalization error `d`. -/
def rescale (d : ℝ) (L : ℝ → ℝ) : ℝ → ℝ := fun w => (1 + d) * L w
```

The last definition is a test case, an overdamped mode of strength $s$.

```lean
/-- The loss function `s w / (1 + w²)` of an overdamped mode, with energy in units of its width. -/
def overdampedLoss (s : ℝ) : ℝ → ℝ := fun w => s * w / (1 + w ^ 2)
```

**Q:** So the sum rule is put in by hand?

**A:** Yes. `staticEps` defines $\varepsilon$ through $1-1/\varepsilon=s$, which stands for the Kramers–Kronig relation for $1/\varepsilon(w)$ at zero frequency. Causality is not derived; the theorems concern the analysis step that converts a loss function into a permittivity.

**Q:** Then derive the error formula.

**A:** Write $\varepsilon'$ for the value inferred from $(1+d)L$. The integral is linear, so the moment becomes $(1+d)s$. With $s=(\varepsilon-1)/\varepsilon$,
$$\frac1{\varepsilon'}=1-(1+d)s=\frac1\varepsilon-d\,\frac{\varepsilon-1}{\varepsilon}=\frac{1-d(\varepsilon-1)}{\varepsilon}.$$
Inverting gives
$$\varepsilon'=\frac{\varepsilon}{1-d(\varepsilon-1)}.$$
For $\varepsilon>1$ the denominator is positive below $d=1/(\varepsilon-1)$, falls to zero there, and is negative beyond. A 5% error turns $\varepsilon=2$ into about 2.1, but $\varepsilon=10$ into about 18.

**Q:** Does any loss function satisfy $0<s<1$?

**A:** The overdamped one does, for every such $s$: its integrand is $s/(1+w^2)$, whose integral is $s\pi/2$.

```lean
/-- The overdamped loss function of strength `s` has moment `s`. -/
theorem lossMoment_overdamped_witness (s : ℝ) : lossMoment (overdampedLoss s) = s := by
  have h : ∫ w in Ioi (0 : ℝ), overdampedLoss s w / w
      = ∫ w in Ioi (0 : ℝ), s * (1 + w ^ 2)⁻¹ :=
    setIntegral_congr_fun measurableSet_Ioi (fun w hw => by
      have hw' : w ≠ 0 := (mem_Ioi.mp hw).ne'
      simp only [overdampedLoss]
      field_simp)
  rw [lossMoment, h, integral_const_mul, integral_Ioi_inv_one_add_sq, Real.arctan_zero, sub_zero]
  field_simp
```

The next lemma is the linearity step.

```lean
/-- A normalization error multiplies the moment by `1 + d`. -/
theorem lossMoment_rescale (d : ℝ) (L : ℝ → ℝ) :
    lossMoment (rescale d L) = (1 + d) * lossMoment L := by
  have h : ∀ w, (1 + d) * L w / w = (1 + d) * (L w / w) := fun w => mul_div_assoc _ _ _
  simp only [lossMoment, rescale, h, integral_const_mul]
  ring
```

**Q:** I see no integrability assumption on $L(w)/w$.

**A:** It follows from $s>0$, because Lean assigns the value zero to the integral of a non-integrable function.

```lean
/-- If the moment is positive, then `L(w)/w` is integrable on `w > 0`. -/
theorem integrableOn_of_lossMoment_pos {L : ℝ → ℝ} (h0 : 0 < lossMoment L) :
    IntegrableOn (fun w => L w / w) (Ioi 0) := by
  by_contra h
  have hz : lossMoment L = 0 := by rw [lossMoment, integral_undef h, mul_zero]
  linarith
```

The remaining preparations are $\varepsilon>1$ and the formula for $1/\varepsilon'$. In the latter, `linear_combination` does the algebra above, using $\varepsilon(1-s)=1$.

```lean
/-- A moment strictly between zero and one gives a static permittivity above one. -/
theorem one_lt_staticEps {L : ℝ → ℝ} (h0 : 0 < lossMoment L) (h1 : lossMoment L < 1) :
    1 < staticEps L := by
  rw [staticEps, lt_div_iff₀ (by linarith)]
  linarith

/-- For a moment below one, the inferred inverse permittivity is linear in the
normalization error: `1/ε' = (1 - d(ε - 1))/ε`. -/
theorem inv_staticEps_rescale {L : ℝ → ℝ} (h1 : lossMoment L < 1) (d : ℝ) :
    (staticEps (rescale d L))⁻¹ = (1 - d * (staticEps L - 1)) / staticEps L := by
  have hs : 1 - lossMoment L ≠ 0 := by linarith
  have hE : staticEps L * (1 - lossMoment L) = 1 := one_div_mul_cancel hs
  have hE0 : staticEps L ≠ 0 := left_ne_zero_of_mul_eq_one hE
  have hinv : (staticEps (rescale d L))⁻¹ = 1 - (1 + d) * lossMoment L := by
    rw [staticEps, one_div, inv_inv, lossMoment_rescale]
  rw [hinv, eq_div_iff hE0]
  linear_combination (1 + d) * hE
```

**Q:** What does the main theorem say, in words?

**A:** Assume $0<s<1$. For every real $d$ below $1/(\varepsilon-1)$, the inferred value is positive and given by the formula. As $d$ approaches the bound from below (`𝓝[<]`), it tends to $+\infty$ (`atTop`). Above the bound the formula still holds and the value is negative. The sign of $L$ is never used.

```lean
/-- For a moment strictly between zero and one, a normalization error `d` below `1/(ε - 1)`
turns `ε` into the positive value `ε/(1 - d(ε - 1))`. The inferred value diverges to `+∞` as `d`
rises to that bound, and beyond it the same formula gives a negative value. -/
theorem staticEps_normalization_error {L : ℝ → ℝ}
    (h0 : 0 < lossMoment L) (h1 : lossMoment L < 1) :
    (∀ d, d < 1 / (staticEps L - 1) →
      0 < staticEps (rescale d L) ∧
      staticEps (rescale d L) = staticEps L / (1 - d * (staticEps L - 1))) ∧
    Tendsto (fun d => staticEps (rescale d L)) (𝓝[<] (1 / (staticEps L - 1))) atTop ∧
    (∀ d, 1 / (staticEps L - 1) < d →
      staticEps (rescale d L) < 0 ∧
      staticEps (rescale d L) = staticEps L / (1 - d * (staticEps L - 1))) := by
  have hE := one_lt_staticEps h0 h1
  have hE0 : 0 < staticEps L := by linarith
  have hE1 : 0 < staticEps L - 1 := by linarith
  have formula : ∀ d, staticEps (rescale d L) = staticEps L / (1 - d * (staticEps L - 1)) :=
    fun d => inv_inj.mp ((inv_staticEps_rescale h1 d).trans (inv_div _ _).symm)
  have hpos : ∀ d, d < 1 / (staticEps L - 1) → 0 < 1 - d * (staticEps L - 1) := by
    intro d hd
    rw [lt_div_iff₀ hE1] at hd
    linarith
  refine ⟨fun d hd => ⟨?_, formula d⟩, ?_, fun d hd => ⟨?_, formula d⟩⟩
  · rw [formula d]
    exact div_pos hE0 (hpos d hd)
  · -- the denominator tends to zero from above
    have hc : Continuous (fun d : ℝ => 1 - d * (staticEps L - 1)) := by fun_prop
    have hb : 1 - 1 / (staticEps L - 1) * (staticEps L - 1) = 0 := by
      rw [one_div_mul_cancel hE1.ne', sub_self]
    have ht : Tendsto (fun d : ℝ => 1 - d * (staticEps L - 1))
        (𝓝 (1 / (staticEps L - 1))) (𝓝 0) := by
      have h := hc.tendsto (1 / (staticEps L - 1))
      simpa only [hb] using h
    have h : Tendsto (fun d : ℝ => 1 - d * (staticEps L - 1))
        (𝓝[<] (1 / (staticEps L - 1))) (𝓝[>] 0) := by
      refine tendsto_nhdsWithin_iff.mpr ⟨ht.mono_left nhdsWithin_le_nhds, ?_⟩
      filter_upwards [self_mem_nhdsWithin] with d hd
      exact hpos d hd
    refine (Tendsto.const_mul_atTop hE0 (tendsto_inv_nhdsGT_zero.comp h)).congr fun d => ?_
    exact ((formula d).trans (div_eq_mul_inv _ _)).symm
  · rw [formula d]
    rw [div_lt_iff₀ hE1] at hd
    exact div_neg_of_pos_of_neg hE0 (by linarith)
```

In the proof, `formula` inverts the previous lemma and `hpos` gives the sign of the denominator. The limit combines continuity with that sign: the denominator tends to zero through positive values, so its reciprocal diverges.

**Q:** What if I allow $s=0$?

**A:** Take $L=0$. Then $\varepsilon'=1$ for every $d$, with no divergence and no negative values, so $0<s$ can't be relaxed to $0\le s$.

**Q:** Are high-permittivity samples really worse?

**A:** In this one-parameter error model, yes, which matters when electron energy-loss spectra are used to infer $\varepsilon$. The relative sensitivity at $d=0$ is $\varepsilon-1$, the derivative of $1/(1-d(\varepsilon-1))$.

```lean
/-- For a moment strictly between zero and one, the relative change of the inferred
permittivity per unit normalization error is `ε - 1` to first order. -/
theorem hasDerivAt_relative_staticEps {L : ℝ → ℝ}
    (h0 : 0 < lossMoment L) (h1 : lossMoment L < 1) :
    HasDerivAt (fun d => staticEps (rescale d L) / staticEps L) (staticEps L - 1) 0 := by
  have hE0 : staticEps L ≠ 0 := by linarith [one_lt_staticEps h0 h1]
  have h := (((hasDerivAt_id (0 : ℝ)).mul_const (staticEps L - 1)).const_sub 1).inv (by simp)
  refine (h.congr_deriv (by simp)).congr_of_eventuallyEq (Eventually.of_forall fun d => ?_)
  show _ = (1 - d * (staticEps L - 1))⁻¹
  rw [← inv_inj, inv_div, div_eq_mul_inv, inv_staticEps_rescale h1 d, inv_inv,
    mul_div_cancel₀ _ hE0]
```

At finite $d>0$, the relative error is $1/(1-d(\varepsilon-1))-1$. A larger moment means a larger $\varepsilon$, hence a smaller denominator and a larger error, as long as $d$ stays below the bound of the sample with the larger moment.

```lean
/-- Of two samples with moments strictly between zero and one, the one with the larger moment
has the larger relative error in `ε`, for the same `d > 0` below its own divergence bound. -/
theorem relative_error_lt {L M : ℝ → ℝ} {d : ℝ} (h0 : 0 < lossMoment L)
    (hLM : lossMoment L < lossMoment M) (h1 : lossMoment M < 1)
    (hd : 0 < d) (hdM : d < 1 / (staticEps M - 1)) :
    (staticEps (rescale d L) - staticEps L) / staticEps L
      < (staticEps (rescale d M) - staticEps M) / staticEps M := by
  have hL := one_lt_staticEps h0 (hLM.trans h1)
  have hM := one_lt_staticEps (h0.trans hLM) h1
  have hab : staticEps L < staticEps M :=
    one_div_lt_one_div_of_lt (by linarith) (by linarith)
  have hdL : d < 1 / (staticEps L - 1) :=
    hdM.trans (one_div_lt_one_div_of_lt (by linarith) (by linarith))
  have aux : ∀ a x : ℝ, a ≠ 0 → (a / x - a) / a = 1 / x - 1 := by
    intro a x ha
    rw [sub_div, div_self ha, div_right_comm, div_self ha]
  rw [((staticEps_normalization_error h0 (hLM.trans h1)).1 d hdL).2,
    ((staticEps_normalization_error (h0.trans hLM) h1).1 d hdM).2,
    aux _ _ (by linarith), aux _ _ (by linarith)]
  rw [lt_div_iff₀ (by linarith)] at hdM
  have hy : 0 < 1 - d * (staticEps M - 1) := by linarith
  have hxy : 1 - d * (staticEps M - 1) < 1 - d * (staticEps L - 1) := by
    nlinarith [mul_pos hd (sub_pos.mpr hab)]
  linarith [one_div_lt_one_div_of_lt hy hxy]
```

**Q:** Real errors vary with energy.

**A:** Let $M$ be the measured loss, with $M(w)/w$ integrable and $|M-L|\le dL$ at every $w>0$. Then $M$ lies between $(1-d)L$ and $(1+d)L$. The lemma `mono` orders the moments accordingly. For $d<1/(\varepsilon-1)$ they all stay below one, where $1/(1-s)$ is increasing, so the permittivities are ordered too. Noise or surface losses that violate the pointwise bound fall outside this estimate.

```lean
/-- Let `L` have a moment strictly between zero and one, and let `M` be a measured loss with
`M(w)/w` integrable and `|M - L| ≤ d L` at every `w > 0`. If `d < 1/(ε - 1)`, the permittivity
inferred from `M` lies between `ε/(1 + d(ε - 1))` and `ε/(1 - d(ε - 1))`. -/
theorem staticEps_bounds {L M : ℝ → ℝ} {d : ℝ}
    (h0 : 0 < lossMoment L) (h1 : lossMoment L < 1)
    (hM : IntegrableOn (fun w => M w / w) (Ioi 0))
    (h : ∀ w, 0 < w → |M w - L w| ≤ d * L w) (hd : d < 1 / (staticEps L - 1)) :
    staticEps L / (1 + d * (staticEps L - 1)) ≤ staticEps M ∧
    staticEps M ≤ staticEps L / (1 - d * (staticEps L - 1)) := by
  have hi : ∀ c, IntegrableOn (fun w => rescale c L w / w) (Ioi 0) := by
    intro c
    have e : (fun w => rescale c L w / w) = fun w => (1 + c) * (L w / w) :=
      funext fun w => mul_div_assoc _ _ _
    rw [e]
    exact Integrable.const_mul (integrableOn_of_lossMoment_pos h0) (1 + c)
  -- the moment is monotone in the loss function
  have mono : ∀ F G : ℝ → ℝ, IntegrableOn (fun w => F w / w) (Ioi 0) →
      IntegrableOn (fun w => G w / w) (Ioi 0) → (∀ w, 0 < w → F w ≤ G w) →
      lossMoment F ≤ lossMoment G := by
    intro F G hF hG hFG
    refine mul_le_mul_of_nonneg_left
      (setIntegral_mono_on hF hG measurableSet_Ioi fun w hw => ?_) (by positivity)
    have hw' : 0 < w := hw
    have hle := hFG w hw'
    gcongr
  have hup : lossMoment M ≤ lossMoment (rescale d L) := mono _ _ hM (hi d) fun w hw => by
    show M w ≤ (1 + d) * L w
    linarith [(abs_le.mp (h w hw)).2]
  have hlo : lossMoment (rescale (-d) L) ≤ lossMoment M := mono _ _ (hi (-d)) hM fun w hw => by
    show (1 + -d) * L w ≤ M w
    linarith [(abs_le.mp (h w hw)).1]
  obtain ⟨hpos, hform⟩ := (staticEps_normalization_error h0 h1).1 d hd
  have hp : 0 < 1 - lossMoment (rescale d L) := one_div_pos.mp hpos
  have hneg : staticEps (rescale (-d) L) = staticEps L / (1 - -d * (staticEps L - 1)) :=
    inv_inj.mp ((inv_staticEps_rescale h1 (-d)).trans (inv_div _ _).symm)
  constructor
  · rw [show 1 + d * (staticEps L - 1) = 1 - -d * (staticEps L - 1) by ring, ← hneg]
    exact one_div_le_one_div_of_le (by linarith) (by linarith)
  · rw [← hform]
    exact one_div_le_one_div_of_le hp (by linarith)

end

end LossNormalization
```

```lean
#print axioms LossNormalization.hasDerivAt_relative_staticEps
#print axioms LossNormalization.relative_error_lt
#print axioms LossNormalization.staticEps_bounds
```

```
'LossNormalization.hasDerivAt_relative_staticEps' depends on axioms: [propext, Classical.choice, Quot.sound]
'LossNormalization.relative_error_lt' depends on axioms: [propext, Classical.choice, Quot.sound]
'LossNormalization.staticEps_bounds' depends on axioms: [propext, Classical.choice, Quot.sound]
```

**Q:** I would have used the thickness error itself as the parameter.

**A:** If the thickness is underestimated by a fraction $\delta<1$, then $1+d=1/(1-\delta)$, and substitution by hand gives
$$\varepsilon'=\frac{\varepsilon(1-\delta)}{1-\varepsilon\delta}.$$
The pole moves to $\delta=1/\varepsilon$, while the first-order sensitivity remains $\varepsilon-1$.
